# Six sd⁵ hybrids along the diagonals of a regular icosahedron form an orthonormal basis of the s and d orbitals

Let \(n_0,\dots,n_5\) be unit vectors along the six diagonals of a regular icosahedron. The six hybrids

\[
h_i=\Bigl(\tfrac{1}{\sqrt6},\ \sqrt{\tfrac54}\,\bigl(n_in_i^T-\tfrac13 I\bigr)\Bigr)
\]

are orthonormal, and every combination of one s and five d orbitals on the same atom is a sum of its projections on them. The first entry is the s amplitude and the second, a traceless symmetric matrix, is the d part. The overlap of two such pairs is the product of their s amplitudes plus the trace of the product of their matrices. Conversely, six orthonormal hybrids of this form with common coefficients must have these values of the coefficients, up to sign, and these angles between their axes.

```lean
import Mathlib

open Matrix

namespace IcosahedralHybrids

noncomputable section
```

## The s and d orbitals as a number and a matrix

An atom with one s orbital and a d shell offers six orbitals, and we look for six equivalent hybrids that use all of them. The angular part of a d orbital is a quadratic form \(r^TDr\) on the unit sphere, with \(D\) real, symmetric and traceless. A general real sd orbital is therefore a pair \(p=(\sigma,D)\), where \(\sigma\) is its s amplitude. In Lean these are `p.1` and `p.2`, and the matrix indices 0, 1, 2 stand for \(x,y,z\).

```lean
/-- An s amplitude together with a 3 by 3 matrix that holds the d part. -/
abbrev SD := ℝ × Matrix (Fin 3) (Fin 3) ℝ
```

The pair type admits any 3 by 3 matrix. Symmetry and zero trace leave five free entries for \(D\), and they survive sums and multiples, so they define a subspace.

```lean
/-- The sd space: the d part is a symmetric traceless matrix. -/
def sdSpace : Submodule ℝ SD where
  carrier := {p | p.2.IsSymm ∧ p.2.trace = 0}
  add_mem' := by
    rintro p q ⟨hp, hp'⟩ ⟨hq, hq'⟩
    exact ⟨hp.add hq, by simp [hp', hq']⟩
  zero_mem' := ⟨Matrix.isSymm_zero, by simp⟩
  smul_mem' := by
    rintro c p ⟨hp, hp'⟩
    exact ⟨hp.smul c, by simp [hp']⟩
```

The overlap of \((\sigma,D)\) and \((\tau,G)\) is

\[
\langle(\sigma,D),(\tau,G)\rangle=\sigma\tau+\operatorname{tr}(D^TG).
\]

The link to real orbitals is the integral \(\int (r^TDr)(r^TGr)\,d\Omega=\tfrac{8\pi}{15}\operatorname{tr}(DG)\) over the unit sphere. With one normalised radial function for the whole d shell, the trace is the orbital overlap up to a constant that normalisation absorbs. This identification is physical input to the model.

```lean
/-- The overlap: product of the s amplitudes plus the trace inner product of the d parts. -/
def sdInner (p q : SD) : ℝ := p.1 * q.1 + (p.2ᵀ * q.2).trace
```

The matrix \(nn^T-I/3\) represents \((n\cdot r)^2-\tfrac13\), the \(d_{z^2}\) shape turned to point along \(n\). Its squared norm is \(2/3\), so the coefficient \(c\) below is not the textbook d amplitude, which is \(c\sqrt{2/3}\). For \(c=\sqrt{5/4}\) that amplitude is \(\sqrt{5/6}\), and the hybrid is one sixth s and five sixths d, hence sd⁵. Replacing \(n\) by \(-n\) changes nothing: each hybrid has equal lobes in both directions, and six hybrids reach all twelve vertices.

```lean
/-- The hybrid with s coefficient `a` and d part `c (n nᵀ - I/3)` along the vector `n`. -/
def hybrid (a c : ℝ) (n : Fin 3 → ℝ) : SD :=
  (a, c • (vecMulVec n n - (1 / 3 : ℝ) • (1 : Matrix (Fin 3) (Fin 3) ℝ)))
```

An orthonormal basis here means three things: the six elements lie in the sd space, their overlaps are \(\delta_{ij}\), and \(\sum_i\langle p,h_i\rangle h_i=p\) for every \(p\) in the space.

```lean
/-- Six elements of the sd space form an orthonormal basis: they are orthonormal, and every
element of the space is the sum of its projections on them. -/
def IsSdBasis (h : Fin 6 → SD) : Prop :=
  (∀ i, h i ∈ sdSpace) ∧ (∀ i j, sdInner (h i) (h j) = if i = j then 1 else 0) ∧
    ∀ p ∈ sdSpace, ∑ i, sdInner p (h i) • h i = p
```

## Six orthonormal orbitals are complete

Take as coordinates of \(p\) the six numbers \(x(p)=(\sigma,D_{01},D_{02},D_{12},D_{00},D_{11})\).

```lean
/-- Six independent coordinates of an element of the sd space. -/
def coord (p : SD) : Fin 6 → ℝ :=
  ![p.1, p.2 0 1, p.2 0 2, p.2 1 2, p.2 0 0, p.2 1 1]
```

The off-diagonal entries occur twice in the trace, and \(D_{22}=-D_{00}-D_{11}\). For \(q=(\tau,G)\) this gives

\[
\begin{aligned}
\langle p,q\rangle={}&\sigma\tau+2D_{01}G_{01}+2D_{02}G_{02}+2D_{12}G_{12}\\
&+D_{00}(2G_{00}+G_{11})+D_{11}(G_{00}+2G_{11}).
\end{aligned}
\]

The factors that multiply the coordinates of \(p\) are the dual coordinates \(y(q)\).

```lean
/-- The coordinates dual to `coord` under the overlap. -/
def dualCoord (p : SD) : Fin 6 → ℝ :=
  ![p.1, 2 * p.2 0 1, 2 * p.2 0 2, 2 * p.2 1 2, 2 * p.2 0 0 + p.2 1 1, p.2 0 0 + 2 * p.2 1 1]
```

The four matrix entries left out of \(x(p)\) follow from symmetry and zero trace.

```lean
/-- In the sd space the remaining four matrix entries follow from symmetry and zero trace. -/
theorem entries {p : SD} (hp : p ∈ sdSpace) :
    p.2 1 0 = p.2 0 1 ∧ p.2 2 0 = p.2 0 2 ∧ p.2 2 1 = p.2 1 2 ∧
      p.2 2 2 = -p.2 0 0 - p.2 1 1 := by
  have h : p.2.IsSymm ∧ p.2.trace = 0 := hp
  have ht := h.2
  simp only [Matrix.trace, Matrix.diag_apply, Fin.sum_univ_three] at ht
  exact ⟨h.1.apply 0 1, h.1.apply 0 2, h.1.apply 1 2, by linarith⟩
```

Substituting them turns the overlap into \(\langle p,q\rangle=x(p)\cdot y(q)\). Lean inserts the entries, writes out both sides and compares them with `ring`.

```lean
/-- On the sd space the overlap is the pairing of coordinates with dual coordinates. -/
theorem sdInner_eq_coord {p q : SD} (hp : p ∈ sdSpace) (hq : q ∈ sdSpace) :
    sdInner p q = coord p ⬝ᵥ dualCoord q := by
  obtain ⟨p1, p2, p3, p4⟩ := entries hp
  obtain ⟨q1, q2, q3, q4⟩ := entries hq
  simp only [sdInner, Matrix.trace, Matrix.diag_apply, Matrix.mul_apply,
    Matrix.transpose_apply, Fin.sum_univ_three, p1, p2, p3, p4, q1, q2, q3, q4]
  simp only [dotProduct, Fin.sum_univ_six, coord, dualCoord, Matrix.cons_val]
  ring
```

For the same reason the six coordinates determine the orbital. The proof compares the s amplitudes and then all nine matrix entries.

```lean
/-- Two elements of the sd space with the same six coordinates are equal. -/
theorem eq_of_coord_eq {p q : SD} (hp : p ∈ sdSpace) (hq : q ∈ sdSpace)
    (h : coord p = coord q) : p = q := by
  obtain ⟨p1, p2, p3, p4⟩ := entries hp
  obtain ⟨q1, q2, q3, q4⟩ := entries hq
  have h0 : p.1 = q.1 := congrFun h 0
  have h1 : p.2 0 1 = q.2 0 1 := congrFun h 1
  have h2 : p.2 0 2 = q.2 0 2 := congrFun h 2
  have h3 : p.2 1 2 = q.2 1 2 := congrFun h 3
  have h4 : p.2 0 0 = q.2 0 0 := congrFun h 4
  have h5 : p.2 1 1 = q.2 1 1 := congrFun h 5
  refine Prod.ext h0 ?_
  ext i j
  fin_cases i <;> fin_cases j <;>
    simp [p1, p2, p3, p4, q1, q2, q3, q4, h1, h2, h3, h4, h5]
```

Now let \(h_0,\dots,h_5\) be any orthonormal elements of the sd space. Put the coordinates of \(h_i\) in row \(i\) of a matrix \(E\), and the dual coordinates of \(h_j\) in column \(j\) of \(F\). Orthonormality reads \(EF=1\). Both matrices are 6 by 6, so \(FE=1\) as well. The row \(x(p)F\) lists the overlaps \(\langle p,h_i\rangle\), and therefore

\[
x\Bigl(\sum_i\langle p,h_i\rangle h_i\Bigr)=x(p)FE=x(p).
\]

Equal coordinates mean equal orbitals. In the code `mul_eq_one_comm` gives the step from \(EF=1\) to \(FE=1\), and `hsum` states that taking coordinates commutes with the sum.

```lean
/-- Any six orthonormal elements of the sd space are complete in it. -/
theorem complete {h : Fin 6 → SD} (hmem : ∀ i, h i ∈ sdSpace)
    (hon : ∀ i j, sdInner (h i) (h j) = if i = j then 1 else 0) {p : SD} (hp : p ∈ sdSpace) :
    ∑ i, sdInner p (h i) • h i = p := by
  let E : Matrix (Fin 6) (Fin 6) ℝ := Matrix.of fun i a => coord (h i) a
  let F : Matrix (Fin 6) (Fin 6) ℝ := Matrix.of fun a j => dualCoord (h j) a
  -- orthonormality is `E F = 1`; for square matrices this gives `F E = 1`
  have hEF : E * F = 1 := by
    ext i j
    rw [Matrix.one_apply, ← hon i j, sdInner_eq_coord (hmem i) (hmem j)]
    rfl
  have hFE : F * E = 1 := mul_eq_one_comm.mp hEF
  have hv : (coord p ᵥ* F) ᵥ* E = coord p := by
    rw [Matrix.vecMul_vecMul, hFE, Matrix.vecMul_one]
  refine eq_of_coord_eq
    (Submodule.sum_mem _ fun i _ => Submodule.smul_mem _ _ (hmem i)) hp (Eq.trans ?_ hv)
  ext b
  have hsum : coord (∑ i, sdInner p (h i) • h i) b
      = ∑ i, sdInner p (h i) * coord (h i) b := by
    fin_cases b <;> simp [coord, Prod.fst_sum, Prod.snd_sum, Matrix.sum_apply]
  rw [hsum]
  change _ = ∑ i, (coord p ⬝ᵥ dualCoord (h i)) * coord (h i) b
  exact Finset.sum_congr rfl fun i _ => by rw [sdInner_eq_coord hp (hmem i)]
```

## The overlap depends only on the angle

For a unit vector \(n\), the matrix \(nn^T-I/3\) is symmetric and has trace \(1-1=0\), so the hybrid belongs to the sd space.

```lean
/-- A hybrid along a unit vector lies in the sd space. -/
theorem hybrid_mem (a c : ℝ) {n : Fin 3 → ℝ} (hn : n ⬝ᵥ n = 1) :
    hybrid a c n ∈ sdSpace := by
  change (hybrid a c n).2.IsSymm ∧ (hybrid a c n).2.trace = 0
  refine ⟨Matrix.IsSymm.ext fun i j => ?_, ?_⟩
  · fin_cases i <;> fin_cases j <;> simp [hybrid, Matrix.vecMulVec_apply, mul_comm]
  · simp only [hybrid, Matrix.trace_smul, Matrix.trace_sub, Matrix.trace_vecMulVec,
      Matrix.trace_one, Fintype.card_fin, smul_eq_mul, hn]
    norm_num
```

For two unit vectors,

\[
\operatorname{tr}\bigl[(nn^T-\tfrac13I)(mm^T-\tfrac13I)\bigr]=(n\cdot m)^2-\tfrac13-\tfrac13+\tfrac39=(n\cdot m)^2-\tfrac13,
\]

and the overlap of two hybrids with the same coefficients is \(a^2+c^2\bigl[(n\cdot m)^2-\tfrac13\bigr]\). The closing `linear_combination` uses \(n\cdot n=1\) and \(m\cdot m=1\) once each, for the two middle terms.

```lean
/-- The overlap of two hybrids with the same coefficients along unit vectors depends only on
the squared cosine of the angle between them. -/
theorem sdInner_hybrid (a c : ℝ) {n m : Fin 3 → ℝ} (hn : n ⬝ᵥ n = 1) (hm : m ⬝ᵥ m = 1) :
    sdInner (hybrid a c n) (hybrid a c m) = a ^ 2 + c ^ 2 * ((n ⬝ᵥ m) ^ 2 - 1 / 3) := by
  simp only [dotProduct, Fin.sum_univ_three] at hn hm ⊢
  simp only [sdInner, hybrid, Matrix.trace, Matrix.diag_apply, Matrix.mul_apply,
    Matrix.transpose_apply, Fin.sum_univ_three, Matrix.smul_apply, Matrix.sub_apply,
    Matrix.vecMulVec_apply, Matrix.one_apply, smul_eq_mul, Fin.isValue, Fin.reduceEq,
    ↓reduceIte]
  linear_combination (-(c ^ 2 / 3)) * hn - (c ^ 2 / 3) * hm
```

## Squared cosines of 1/5 give the basis

Set \(a^2=1/6\) and \(c^2=5/4\). A hybrid with itself gives

\[
\tfrac16+\tfrac54\cdot\tfrac23=1,
\]

and two different hybrids whose axes have squared cosine \(1/5\) give

\[
\tfrac16+\tfrac54\bigl(\tfrac15-\tfrac13\bigr)=\tfrac16-\tfrac16=0.
\]

Completeness then follows from the count of six. The theorem needs only the unit lengths `hn` and the squared cosines `hang`. The proof splits into the cases \(i=j\) and \(i\ne j\), which are the two lines above.

```lean
/-- Six unit vectors whose mutual squared cosines are all 1/5 carry an orthonormal basis of
sd⁵ hybrids, with s coefficient `1/√6` and d coefficient `√(5/4)`. -/
theorem sd5_basis {n : Fin 6 → Fin 3 → ℝ} (hn : ∀ i, n i ⬝ᵥ n i = 1)
    (hang : ∀ i j, i ≠ j → (n i ⬝ᵥ n j) ^ 2 = 1 / 5) :
    IsSdBasis fun i => hybrid (1 / √6) (√(5 / 4)) (n i) := by
  have ha : (1 / √6 : ℝ) ^ 2 = 1 / 6 := by
    rw [div_pow, Real.sq_sqrt (by norm_num), one_pow]
  have hc : (√(5 / 4) : ℝ) ^ 2 = 5 / 4 := Real.sq_sqrt (by norm_num)
  have hon : ∀ i j, sdInner (hybrid (1 / √6) (√(5 / 4)) (n i))
      (hybrid (1 / √6) (√(5 / 4)) (n j)) = if i = j then 1 else 0 := by
    intro i j
    rw [sdInner_hybrid _ _ (hn i) (hn j), ha, hc]
    by_cases hij : i = j
    · subst hij
      rw [hn i, if_pos rfl]
      norm_num
    · rw [hang i j hij, if_neg hij]
      norm_num
  have hmem := fun i => hybrid_mem (1 / √6) (√(5 / 4)) (hn i)
  exact ⟨hmem, hon, fun p hp => complete hmem hon hp⟩
```

## Orthonormality fixes the weights and the angles

Suppose that six hybrids with common \(a\) and \(c\) along unit vectors are orthonormal. They are then complete, so the pure s orbital \((1,0)\) can be expanded in them. Its overlap with each hybrid is \(a\), and the s component of the expansion gives \(6a^2=1\). The norm \(a^2+\tfrac23c^2=1\) gives \(c^2=5/4\), and zero overlap gives

\[
(n_i\cdot n_j)^2=\tfrac13-\tfrac{1/6}{5/4}=\tfrac15\qquad(i\neq j).
\]

The signs of \(a\) and \(c\) stay free. The conclusion concerns the angles between the axes and makes no mention of an icosahedron.

```lean
/-- Converse: if six hybrids with common coefficients along unit vectors are orthonormal, the
s weight is 1/6, the squared d coefficient is 5/4 and all mutual squared cosines are 1/5. -/
theorem sd5_rigid {a c : ℝ} {n : Fin 6 → Fin 3 → ℝ} (hn : ∀ i, n i ⬝ᵥ n i = 1)
    (hon : ∀ i j, sdInner (hybrid a c (n i)) (hybrid a c (n j)) = if i = j then 1 else 0) :
    a ^ 2 = 1 / 6 ∧ c ^ 2 = 5 / 4 ∧ ∀ i j, i ≠ j → (n i ⬝ᵥ n j) ^ 2 = 1 / 5 := by
  -- expand the pure s orbital in the six hybrids
  have hs : ((1, 0) : SD) ∈ sdSpace := ⟨Matrix.isSymm_zero, by simp⟩
  have h1 := congrArg Prod.fst (complete (fun i => hybrid_mem a c (hn i)) hon hs)
  simp [Prod.fst_sum, sdInner, hybrid] at h1
  have ha : a ^ 2 = 1 / 6 := by linear_combination h1 / 6
  have hc : c ^ 2 = 5 / 4 := by
    have h := hon 0 0
    rw [sdInner_hybrid a c (hn 0) (hn 0), hn 0, if_pos rfl] at h
    linear_combination (3 / 2) * h - (3 / 2) * ha
  refine ⟨ha, hc, fun i j hij => ?_⟩
  have h := hon i j
  rw [sdInner_hybrid a c (hn i) (hn j), if_neg hij, ha, hc] at h
  linear_combination (4 / 5) * h
```

## The icosahedron supplies the angles

Let \(\varphi=(1+\sqrt5)/2\), which satisfies \(\varphi^2=\varphi+1\).

```lean
/-- The golden ratio. -/
def phi : ℝ := (1 + √5) / 2
```

The standard coordinates of a regular icosahedron use \(0\), \(\pm1\) and \(\pm\varphi\). One vertex from each opposite pair is enough.

```lean
/-- One vertex from each of the six opposite pairs of a regular icosahedron. -/
def icoVertex : Fin 6 → Fin 3 → ℝ :=
  ![![0, 1, phi], ![0, 1, -phi], ![1, phi, 0], ![1, -phi, 0], ![phi, 0, 1], ![-phi, 0, 1]]
```

Each vertex vector has squared length \(1+\varphi^2=\varphi+2\), so division by \(\sqrt{\varphi+2}\) gives the unit axes.

```lean
/-- The unit vectors along the six diagonals of the icosahedron. -/
def icoAxis (i : Fin 6) : Fin 3 → ℝ := (√(phi + 2))⁻¹ • icoVertex i
```

The scalar product of two different listed vertices is \(\pm\varphi\) or \(1-\varphi^2=-\varphi\). Its square is always \(\varphi^2\). Since \((\varphi+2)^2=\varphi^2+4\varphi+4=5\varphi+5=5\varphi^2\), the squared cosine is

\[
\frac{\varphi^2}{(\varphi+2)^2}=\frac15.
\]

In the proof `hv` holds the squared lengths, `hw` the squared scalar products, and the last lines put in the normalisation.

```lean
/-- The six icosahedron diagonals have unit direction vectors with mutual squared cosines
1/5. -/
theorem icoAxis_witness : (∀ i, icoAxis i ⬝ᵥ icoAxis i = 1) ∧
    ∀ i j, i ≠ j → (icoAxis i ⬝ᵥ icoAxis j) ^ 2 = 1 / 5 := by
  have h5 : (√5 : ℝ) ^ 2 = 5 := Real.sq_sqrt (by norm_num)
  have hq : phi ^ 2 = phi + 1 := by
    unfold phi
    linear_combination h5 / 4
  have hpos : 0 < phi + 2 := by
    unfold phi
    positivity
  have hs : (√(phi + 2))⁻¹ * (√(phi + 2))⁻¹ * (phi + 2) = 1 := by
    rw [← mul_inv, Real.mul_self_sqrt hpos.le, inv_mul_cancel₀ hpos.ne']
  have hv : ∀ i, icoVertex i ⬝ᵥ icoVertex i = phi + 2 := by
    intro i
    fin_cases i <;> simp [icoVertex, dotProduct, Fin.sum_univ_three] <;>
      linear_combination hq
  have hw : ∀ i j, i ≠ j → (icoVertex i ⬝ᵥ icoVertex j) ^ 2 = phi ^ 2 := by
    intro i j
    fin_cases i <;> fin_cases j <;> simp [icoVertex, dotProduct, Fin.sum_univ_three] <;>
      linear_combination (phi ^ 2 + phi - 1) * hq
  simp only [icoAxis, smul_dotProduct, dotProduct_smul, smul_eq_mul]
  generalize (√(phi + 2))⁻¹ = s at hs ⊢
  refine ⟨fun i => ?_, fun i j hij => ?_⟩
  · rw [hv i]
    linear_combination hs
  · linear_combination (s * s) ^ 2 * hw i j hij + (4 / 5) * (s * s) ^ 2 * hq
      + (1 / 5) * (s * s * (phi + 2) + 1) * hs
```

These axes meet both hypotheses of `sd5_basis`, which gives the result for the icosahedron.

```lean
/-- The sd⁵ hybrids along the six diagonals of a regular icosahedron form an orthonormal basis
of the sd space. -/
theorem icosahedral_sd5_basis :
    IsSdBasis fun i => hybrid (1 / √6) (√(5 / 4)) (icoAxis i) :=
  sd5_basis icoAxis_witness.1 icoAxis_witness.2

end

end IcosahedralHybrids
```

```lean
#print axioms IcosahedralHybrids.sd5_rigid
#print axioms IcosahedralHybrids.icosahedral_sd5_basis
```

```
'IcosahedralHybrids.sd5_rigid' depends on axioms: [propext, Classical.choice, Quot.sound]
'IcosahedralHybrids.icosahedral_sd5_basis' depends on axioms: [propext, Classical.choice, Quot.sound]
```

## The d orbital along z, expanded in the six hybrids

The normalised \(d_{z^2}\) orbital is \(\bigl(0,\sqrt{3/2}\,(e_ze_z^T-I/3)\bigr)\), with \(e_z\) the unit vector along \(z\). Its overlap with \(h_i\) is \(\sqrt{15/8}\,\bigl(n_{i,z}^2-\tfrac13\bigr)\), where \(n_{i,z}\) is the \(z\) component of \(n_i\).

| Hybrids \(i\) | \(n_{i,z}^2\) | Overlap |
|---|---|---|
| 0, 1 | 0.7236 | 0.5344 |
| 2, 3 | 0 | −0.4564 |
| 4, 5 | 0.2764 | −0.0780 |

The squares add up to \(2(0.2856+0.2083+0.0061)=1.000\), the squared norm of the orbital. The overlaps themselves add up to zero within rounding, so the s parts of the hybrids cancel in the expansion.

## Hybrid populations from a density matrix

In a population analysis of a metal atom, let the density matrix be given in a basis that is orthonormal over the whole molecule, and let \(P\) be its 6 by 6 block for one s and five real d orbitals of the atom. Row \(i\) of the transformation \(U\) holds \(1/\sqrt6\) for s and \(\sqrt{5/6}\) times the following numbers for the d orbitals, with \(n=n_i\):

- \(d_{xy},d_{xz},d_{yz}\): \(\sqrt3\,n_xn_y,\ \sqrt3\,n_xn_z,\ \sqrt3\,n_yn_z\)
- \(d_{x^2-y^2}\): \(\tfrac{\sqrt3}{2}(n_x^2-n_y^2)\)
- \(d_{z^2}\): \(\tfrac12(3n_z^2-1)\)

The diagonal of \(UPU^T\) gives the populations of the six hybrids. Because \(U\) is orthogonal, they add up to the trace of \(P\), the total population of these six s and d orbitals. The result says nothing about energies or about which hybrids a given molecule favours.
